# Radial integrals of plane waves and Weinert pseudo-charges at nonzero wave number

For every natural number l, every real G ≠ 0 and every real R,

∫₀ᴿ r^(l+2) j_l(Gr) dr = R^(l+2) j_(l+1)(GR) / G,

where j_l is the spherical Bessel function. With a smoothing factor of natural power n, the integral becomes

∫₀ᴿ r^(l+2) (R² − r²)^n j_l(Gr) dr = 2^n n! R^(l+n+2) j_(l+n+1)(GR) / G^(n+1).

In Weinert's method for the electrostatic potential in LAPW calculations, the first integral gives the multipole moments of a plane wave in an atomic sphere and the second gives the Fourier components of a smooth pseudo-charge, here for the radial factor in a single sphere centred at the origin. Physically, R > 0 is the sphere radius and G > 0 the length of a reciprocal lattice vector. The angular factors, the phases from atomic positions and the Poisson equation are not formalised.

```lean
import Mathlib

open scoped Nat

namespace WeinertPlaneWave

noncomputable section
```

## The Bessel function as a power series

The term of index k in the series for j_l(x) is

b_(l,k)(x) = (−1)^k x^(l+2k) / (2^k k! (2l+2k+1)!!).

In Lean, `l` and `k` are natural numbers, `x` is real, and `‼` is the double factorial.

```lean
/-- The `k`-th term of the power series of the spherical Bessel function of order `l`. -/
def besselTerm (l k : ℕ) (x : ℝ) : ℝ :=
  (-1) ^ k * x ^ (l + 2 * k) / (2 ^ k * (k ! : ℝ) * ((2 * l + 2 * k + 1)‼ : ℝ))
```

The function is the sum over all k ≥ 0:

j_l(x) = Σ_k b_(l,k)(x).

Another model would start from j_0(x) = sin x / x and build higher orders by recurrence. The values at x = 0 would then have to be supplied separately and continuity there proved; the series includes the origin from the start.

```lean
/-- The spherical Bessel function `j_l(x)`, defined by its power series. -/
def sphericalBessel (l : ℕ) (x : ℝ) : ℝ := ∑' k, besselTerm l k x
```

The denominator of b_(l,k) is at least k!, because 2^k and the double factorial are both at least 1. Hence, for |x| ≤ M,

|b_(l,k)(x)| ≤ M^(l+2k) / k! = M^l (M²)^k / k!.

Summed over k, the right side is M^l exp(M²), so the Bessel series converges absolutely.

```lean
/-- For `|x| ≤ M` the terms of the Bessel series are bounded by those of an exponential series. -/
theorem besselTerm_bound (l k : ℕ) {x M : ℝ} (hx : |x| ≤ M) :
    |besselTerm l k x| ≤ M ^ l * ((M ^ 2) ^ k / (k ! : ℝ)) := by
  have h1 : (1 : ℝ) ≤ 2 ^ k := one_le_pow₀ (by norm_num)
  have h2 : (1 : ℝ) ≤ ((2 * l + 2 * k + 1)‼ : ℝ) := by
    exact_mod_cast Nat.doubleFactorial_pos _
  have hk : (0 : ℝ) < (k ! : ℝ) := by exact_mod_cast k.factorial_pos
  have hM : 0 ≤ M := (abs_nonneg x).trans hx
  have hden : (k ! : ℝ) ≤ 2 ^ k * (k ! : ℝ) * ((2 * l + 2 * k + 1)‼ : ℝ) := by
    calc (k ! : ℝ) = 1 * (k ! : ℝ) * 1 := by ring
      _ ≤ 2 ^ k * (k ! : ℝ) * ((2 * l + 2 * k + 1)‼ : ℝ) := by gcongr
  rw [besselTerm, abs_div, abs_of_pos (hk.trans_le hden), abs_mul, abs_pow, abs_pow,
    abs_neg, abs_one, one_pow, one_mul]
  calc |x| ^ (l + 2 * k) / (2 ^ k * (k ! : ℝ) * ((2 * l + 2 * k + 1)‼ : ℝ))
      ≤ M ^ (l + 2 * k) / (k ! : ℝ) := by gcongr
    _ = M ^ l * ((M ^ 2) ^ k / (k ! : ℝ)) := by rw [pow_add, pow_mul, mul_div_assoc]
```

Around any point x, take M = |x| + 1. The bound then holds throughout the interval (−M, M) and doesn't depend on the point in it. The series of continuous terms therefore converges uniformly there, and its sum is continuous. `continuousOn_tsum` carries out this argument.

```lean
/-- The spherical Bessel function is continuous on the whole real line. -/
theorem continuous_sphericalBessel (l : ℕ) : Continuous (sphericalBessel l) := by
  rw [continuous_iff_continuousAt]
  intro x
  have h : ContinuousOn (fun y => ∑' k, besselTerm l k y)
      (Set.Ioo (-(|x| + 1)) (|x| + 1)) := by
    refine continuousOn_tsum (fun k => ?_)
      ((Real.summable_pow_div_factorial ((|x| + 1) ^ 2)).mul_left ((|x| + 1) ^ l))
      (fun k y hy => besselTerm_bound l k (abs_lt.mpr hy).le)
    have hc : Continuous (fun y => besselTerm l k y) := by
      simp only [besselTerm]
      exact (continuous_const.mul (continuous_pow _)).div_const _
    exact hc.continuousOn
  exact h.continuousAt (isOpen_Ioo.mem_nhds (abs_lt.mp (lt_add_one _)))
```

To identify the series with the familiar function, set l = 0 and use (2k+1)! = 2^k k! (2k+1)!!:

x j_0(x) = Σ_k (−1)^k x^(2k+1) / (2k+1)! = sin x.

The proof compares the two series term by term.

```lean
/-- The order-zero function satisfies `x j_0(x) = sin x`. -/
theorem mul_sphericalBessel_order_zero (x : ℝ) : x * sphericalBessel 0 x = Real.sin x := by
  rw [sphericalBessel, ← tsum_mul_left, ← (Real.hasSum_sin x).tsum_eq]
  refine tsum_congr fun k => ?_
  have h : ((2 * k + 1)! : ℝ) = 2 ^ k * (k ! : ℝ) * ((2 * 0 + 2 * k + 1)‼ : ℝ) := by
    rw [Nat.factorial_eq_mul_doubleFactorial, Nat.doubleFactorial_two_mul,
      show 2 * 0 + 2 * k + 1 = 2 * k + 1 by ring]
    push_cast
    ring
  rw [h, besselTerm]
  ring
```

## From a derivative to the multipole integral

Multiply a term of order l+1 by x^(l+2):

x^(l+2) b_(l+1,k)(x) = (−1)^k x^(2l+2k+3) / (2^k k! (2l+2k+3)!!).

Differentiation brings down the factor 2l+2k+3, which cancels the leading factor of the double factorial. What remains is

(−1)^k x^(2l+2k+2) / (2^k k! (2l+2k+1)!!) = x^(l+2) b_(l,k)(x).

Summing over k gives

d/dx [x^(l+2) j_(l+1)(x)] = x^(l+2) j_l(x).

In the proof, `hterm` is the calculation for one term. The lemma used to exchange sum and derivative asks for a summable bound on the differentiated terms near x, which the exponential majorant supplies, and convergence of the original series at one point, which comes from `hs`.

```lean
/-- The order-lowering relation `d/dx [x^(l+2) j_(l+1)(x)] = x^(l+2) j_l(x)`. -/
theorem hasDerivAt_pow_mul_sphericalBessel (l : ℕ) (x : ℝ) :
    HasDerivAt (fun y => y ^ (l + 2) * sphericalBessel (l + 1) y)
      (x ^ (l + 2) * sphericalBessel l x) x := by
  -- the relation holds for each term of the series
  have hterm : ∀ (k : ℕ) (y : ℝ), HasDerivAt (fun z => z ^ (l + 2) * besselTerm (l + 1) k z)
      (y ^ (l + 2) * besselTerm l k y) y := by
    intro k y
    have hd : ((2 * (l + 1) + 2 * k + 1)‼ : ℝ)
        = (2 * (l : ℝ) + 2 * k + 3) * ((2 * l + 2 * k + 1)‼ : ℝ) := by
      rw [show 2 * (l + 1) + 2 * k + 1 = (2 * l + 2 * k + 1) + 2 by ring,
        Nat.doubleFactorial_add_two]
      push_cast
      ring
    have hn : 2 * (l : ℝ) + 2 * k + 3 ≠ 0 := by positivity
    have hf : (fun z : ℝ => z ^ (l + 2) * besselTerm (l + 1) k z) = fun z =>
        (-1) ^ k / (2 ^ k * (k ! : ℝ) * ((2 * l + 2 * k + 1)‼ : ℝ))
          / (2 * (l : ℝ) + 2 * k + 3) * z ^ (2 * l + 2 * k + 3) := by
      funext z
      rw [besselTerm, hd, div_div, show 2 ^ k * (k ! : ℝ) * ((2 * (l : ℝ) + 2 * k + 3)
        * ((2 * l + 2 * k + 1)‼ : ℝ)) = 2 ^ k * (k ! : ℝ) * ((2 * l + 2 * k + 1)‼ : ℝ)
        * (2 * (l : ℝ) + 2 * k + 3) by ring]
      ring
    rw [hf]
    refine ((hasDerivAt_pow (2 * l + 2 * k + 3) y).const_mul _).congr_deriv ?_
    rw [show 2 * l + 2 * k + 3 - 1 = (l + 2) + (l + 2 * k) by omega, ← mul_assoc,
      show ((2 * l + 2 * k + 3 : ℕ) : ℝ) = 2 * (l : ℝ) + 2 * k + 3 by push_cast; rfl,
      div_mul_cancel₀ _ hn, besselTerm]
    ring
  have hx : x ∈ Set.Ioo (-(|x| + 1)) (|x| + 1) := abs_lt.mp (lt_add_one _)
  have hs : Summable (fun k => besselTerm (l + 1) k x) :=
    Summable.of_norm_bounded
      ((Real.summable_pow_div_factorial (|x| ^ 2)).mul_left (|x| ^ (l + 1)))
      (fun k => besselTerm_bound (l + 1) k le_rfl)
  -- a summable bound on the derivatives near `x` allows termwise differentiation
  have key := hasDerivAt_tsum_of_isPreconnected
    (((Real.summable_pow_div_factorial ((|x| + 1) ^ 2)).mul_left ((|x| + 1) ^ l)).mul_left
      ((|x| + 1) ^ (l + 2)))
    isOpen_Ioo isPreconnected_Ioo (fun k y _ => hterm k y)
    (fun k y hy => by
      have hy' := (abs_lt.mpr hy).le
      rw [norm_mul, norm_pow, Real.norm_eq_abs, Real.norm_eq_abs]
      exact mul_le_mul (pow_le_pow_left₀ (abs_nonneg y) hy' _) (besselTerm_bound l k hy')
        (abs_nonneg _) (by positivity))
    hx (hs.mul_left (x ^ (l + 2))) hx
  simp only [tsum_mul_left] at key
  exact key
```

Now put x = Gr. For G ≠ 0,

r^(l+2) j_(l+1)(Gr) / G = (Gr)^(l+2) j_(l+1)(Gr) / G^(l+3).

By the chain rule, the derivative with respect to r is

(Gr)^(l+2) j_l(Gr) G / G^(l+3) = r^(l+2) j_l(Gr).

```lean
/-- For `G ≠ 0`, `r^(l+2) j_(l+1)(G r) / G` is a radial antiderivative of `r^(l+2) j_l(G r)`. -/
theorem hasDerivAt_radial {G : ℝ} (hG : G ≠ 0) (l : ℕ) (r : ℝ) :
    HasDerivAt (fun s => s ^ (l + 2) * sphericalBessel (l + 1) (G * s) / G)
      (r ^ (l + 2) * sphericalBessel l (G * r)) r := by
  have hg : HasDerivAt (fun s : ℝ => G * s) G r := by
    simpa using (hasDerivAt_id' r).const_mul G
  have h : HasDerivAt (fun s => (G * s) ^ (l + 2) * sphericalBessel (l + 1) (G * s))
      ((G * r) ^ (l + 2) * sphericalBessel l (G * r) * G) r :=
    (hasDerivAt_pow_mul_sphericalBessel l (G * r)).comp r hg
  have hf : (fun s => s ^ (l + 2) * sphericalBessel (l + 1) (G * s) / G)
      = fun s => (G * s) ^ (l + 2) * sphericalBessel (l + 1) (G * s) / G ^ (l + 3) := by
    funext s
    rw [div_eq_div_iff hG (pow_ne_zero _ hG)]
    ring
  rw [hf]
  exact (h.div_const _).congr_deriv (by rw [div_eq_iff (pow_ne_zero _ hG)]; ring)
```

The fundamental theorem of calculus now gives the multipole integral:

∫₀ᴿ r^(l+2) j_l(Gr) dr = [r^(l+2) j_(l+1)(Gr) / G]₀ᴿ = R^(l+2) j_(l+1)(GR) / G.

The lower limit contributes nothing because 0^(l+2) = 0. In the power r^(l+2), r^l is the multipole weight and r² comes from the volume element. Lean's interval integral is oriented, so the statement also covers R ≤ 0.

```lean
/-- The radial multipole integral of a plane wave with wave number `G ≠ 0` over a sphere of
radius `R` is `R^(l+2) j_(l+1)(G R) / G`. -/
theorem planeWave_multipole {G : ℝ} (hG : G ≠ 0) (R : ℝ) (l : ℕ) :
    ∫ r in (0 : ℝ)..R, r ^ (l + 2) * sphericalBessel l (G * r)
      = R ^ (l + 2) * sphericalBessel (l + 1) (G * R) / G := by
  have hc : Continuous fun r : ℝ => r ^ (l + 2) * sphericalBessel l (G * r) := by
    have := continuous_sphericalBessel l
    fun_prop
  have h := intervalIntegral.integral_eq_sub_of_hasDerivAt
    (fun r _ => hasDerivAt_radial hG l r) (hc.intervalIntegrable 0 R)
  exact h.trans (by simp)
```

The component G = 0 is a constant density. At the origin every term containing a positive power of x vanishes, so j_0(0) = 1 and j_l(0) = 0 for l ≥ 1. Therefore

∫₀ᴿ r^(l+2) j_l(0) dr = R³/3 for l = 0, and 0 for l ≥ 1.

This theorem concerns the integral without the smoothing factor.

```lean
/-- At `G = 0` the radial multipole integral is `R^3 / 3` for `l = 0` and vanishes for all
other `l`. -/
theorem planeWave_multipole_zero (R : ℝ) (l : ℕ) :
    ∫ r in (0 : ℝ)..R, r ^ (l + 2) * sphericalBessel l (0 * r)
      = if l = 0 then R ^ 3 / 3 else 0 := by
  -- at the origin every term of the series after the first vanishes
  have h0 : sphericalBessel l 0 = if l = 0 then 1 else 0 := by
    rw [sphericalBessel, tsum_eq_single 0 (fun k hk => by
      rw [besselTerm, zero_pow (show l + 2 * k ≠ 0 by omega), mul_zero, zero_div])]
    rcases l with _ | l
    · simp [besselTerm, Nat.doubleFactorial]
    · simp [besselTerm]
  simp only [zero_mul, h0]
  by_cases h : l = 0
  · subst h
    norm_num [integral_pow]
  · simp [h]
```

## The smooth pseudo-charge

The pseudo-charge has radial profile r^l (R² − r²)^n; a larger n makes it join zero more smoothly at the sphere boundary. To reduce a power n+1, integrate by parts with

u = (R² − r²)^(n+1), u′ = −2(n+1) r (R² − r²)^n,

v = r^(l+2) j_(l+1)(Gr) / G, v′ = r^(l+2) j_l(Gr).

The product uv vanishes at r = R through u and at r = 0 through v. This leaves

∫₀ᴿ r^(l+2) (R² − r²)^(n+1) j_l(Gr) dr = (2(n+1)/G) ∫₀ᴿ r^(l+3) (R² − r²)^n j_(l+1)(Gr) dr.

In the code, `hu` is the derivative of u, `hasDerivAt_radial` that of v, and `key` the integration by parts.

```lean
/-- Integration by parts trades one power of the smoothing factor `R^2 - r^2` for one unit of
angular momentum. -/
theorem pseudoCharge_step {G : ℝ} (hG : G ≠ 0) (R : ℝ) (l n : ℕ) :
    ∫ r in (0 : ℝ)..R, r ^ (l + 2) * (R ^ 2 - r ^ 2) ^ (n + 1) * sphericalBessel l (G * r)
      = 2 * ((n : ℝ) + 1) / G * ∫ r in (0 : ℝ)..R,
          r ^ (l + 1 + 2) * (R ^ 2 - r ^ 2) ^ n * sphericalBessel (l + 1) (G * r) := by
  have hu : ∀ r ∈ Set.uIcc (0 : ℝ) R, HasDerivAt (fun s : ℝ => (R ^ 2 - s ^ 2) ^ (n + 1))
      (((n : ℝ) + 1) * (R ^ 2 - r ^ 2) ^ n * (-(2 * r))) r := by
    intro r _
    have h1 : HasDerivAt (fun s : ℝ => R ^ 2 - s ^ 2) (-(2 * r)) r := by
      simpa using (hasDerivAt_pow 2 r).const_sub (R ^ 2)
    exact (h1.fun_pow (n + 1)).congr_deriv (by simp)
  have hu' : Continuous fun r : ℝ => ((n : ℝ) + 1) * (R ^ 2 - r ^ 2) ^ n * (-(2 * r)) := by
    fun_prop
  have hv' : Continuous fun r : ℝ => r ^ (l + 2) * sphericalBessel l (G * r) := by
    have := continuous_sphericalBessel l
    fun_prop
  have key := intervalIntegral.integral_mul_deriv_eq_deriv_mul hu
    (fun r _ => hasDerivAt_radial hG l r)
    (hu'.intervalIntegrable 0 R) (hv'.intervalIntegrable 0 R)
  -- both boundary terms vanish
  simp only [sub_self, zero_pow (show n + 1 ≠ 0 by omega), zero_pow (show l + 2 ≠ 0 by omega),
    zero_mul, mul_zero, zero_div, zero_sub] at key
  calc _ = ∫ r in (0 : ℝ)..R,
        (R ^ 2 - r ^ 2) ^ (n + 1) * (r ^ (l + 2) * sphericalBessel l (G * r)) := by
        congr 1
        funext r
        ring
    _ = _ := key
    _ = _ := by
        rw [← intervalIntegral.integral_neg, ← intervalIntegral.integral_const_mul]
        congr 1
        funext r
        ring
```

Write I(l,n) for the integral with smoothing power n. The multipole integral is I(l,0), and the previous step says I(l,n+1) = (2(n+1)/G) I(l+1,n). If the formula holds for n and every l, then

I(l,n+1) = (2(n+1)/G) · 2^n n! R^(l+n+3) j_(l+n+2)(GR) / G^(n+1)
= 2^(n+1) (n+1)! R^(l+n+3) j_(l+n+2)(GR) / G^(n+2).

Since the step uses the formula at l+1, the Lean induction runs over n with `generalizing l`.

```lean
/-- The radial integral of the pseudo-charge profile `r^l (R^2 - r^2)^n` against a plane wave
with `G ≠ 0` is `2^n n! R^(l+n+2) j_(l+n+1)(G R) / G^(n+1)`. -/
theorem pseudoCharge_planeWave {G : ℝ} (hG : G ≠ 0) (R : ℝ) (l n : ℕ) :
    ∫ r in (0 : ℝ)..R, r ^ (l + 2) * (R ^ 2 - r ^ 2) ^ n * sphericalBessel l (G * r)
      = 2 ^ n * (n ! : ℝ) * R ^ (l + n + 2) * sphericalBessel (l + n + 1) (G * R)
          / G ^ (n + 1) := by
  induction n generalizing l with
  | zero => simpa using planeWave_multipole hG R l
  | succ n ih =>
    rw [pseudoCharge_step hG, ih (l + 1), show l + 1 + n + 1 = l + (n + 1) + 1 by ring,
      show l + 1 + n + 2 = l + (n + 1) + 2 by ring, Nat.factorial_succ]
    push_cast
    ring

end

end WeinertPlaneWave
```

In an LAPW code, the multipole formula enters when the moments of the interstitial plane-wave density, continued into a sphere, are subtracted from those of the true charge there. A pseudo-charge carrying the difference is then added in reciprocal space, where the second formula supplies its radial factor for each G ≠ 0. For the plane waves and the pseudo-charge, the two formulas replace radial quadrature by Bessel functions at GR when G ≠ 0. The moments of the true charge are computed separately, and G = 0 is handled in its own branch.

```lean
#print axioms WeinertPlaneWave.mul_sphericalBessel_order_zero
#print axioms WeinertPlaneWave.planeWave_multipole_zero
#print axioms WeinertPlaneWave.pseudoCharge_planeWave
```

```
'WeinertPlaneWave.mul_sphericalBessel_order_zero' depends on axioms: [propext, Classical.choice, Quot.sound]
'WeinertPlaneWave.planeWave_multipole_zero' depends on axioms: [propext, Classical.choice, Quot.sound]
'WeinertPlaneWave.pseudoCharge_planeWave' depends on axioms: [propext, Classical.choice, Quot.sound]
```
